# Slope of the mean CPA scattering amplitude at a root, with the local propagator held fixed

Suppose the self-energy of a disordered alloy is iterated at fixed local propagator, and the mean scattering amplitude is taken to have slope −1 at the solution. To first order, a small error is then multiplied at each step by a factor that need not be zero or even small, and if the modulus of that factor exceeds one, the iteration moves away from a solution it started close to. The correct slope contains a further term, built from the squared amplitudes of the species.

## The slope from the quotient rule

Let g be the fixed complex local propagator and s the self-energy of the effective medium. Species i has level v_i and weight c_i, with Σ c_i = 1 because every site holds exactly one species. Its scattering amplitude in the medium, and the mean amplitude, are

t_i(s) = (v_i − s)/(1 − (v_i − s)g),  T(s) = Σ c_i t_i(s).

The coherent potential approximation (CPA) asks for T(s) = 0: on average, a site does not scatter. The claim is that at such an s, if no denominator vanishes,

T′(s) = −(1 + g² Σ c_i t_i²).

Write D_i = 1 − (v_i − s)g. Then

1 + g t_i = (D_i + (v_i − s)g)/D_i = 1/D_i.

The numerator of t_i has derivative −1 and the denominator has derivative g, so

t_i′ = (−D_i − (v_i − s)g)/D_i² = −1/D_i² = −(1 + g t_i)².

Expanding the square and averaging with Σ c_i = 1 gives, at every s where no D_i vanishes,

T′ = −(1 + 2gT + g² S),  S = Σ c_i t_i².

Setting T = 0 proves the claim.

For two species, labelled 0 and 1, multiply T = 0 by t_0 + t_1:

0 = (t_0 + t_1)(c_0 t_0 + c_1 t_1) = S + (c_0 + c_1) t_0 t_1 = S + t_0 t_1.

Hence S = −t_0 t_1, and the slope is −(1 − g² t_0 t_1).

## Two updates compared at a root

The slope formula suggests the update N(s) = s + T/(1 + g²S). Differentiating at a root, the term containing the derivative of the denominator is multiplied by T = 0, so

N′ = 1 − (1 + g²S)/(1 + g²S) = 0,

provided 1 + g²S ≠ 0. The update M(s) = s + T/(1 + gT) has denominator 1 at a root, so

M′ = 1 + T′ = −g²S.

This is the error factor of the opening paragraph, since s + T has the same derivative there. For CPA iterations on single-level sites at fixed g, the two derivatives separate an update that removes a small error to first order from one that in general only rescales it.

## Amplitudes and updates in Lean

```lean
import Mathlib

open Complex

namespace CPANewton

noncomputable section

/-- Scattering amplitude of a site with level `v` embedded in a medium of self-energy `s`,
with local propagator `g`. -/
def siteT (v g s : ℂ) : ℂ := (v - s) / (1 - (v - s) * g)
```

Levels, propagator and self-energy are all complex numbers, so a site carries a single level and not a matrix of orbitals.

```lean
variable {ι : Type*} [Fintype ι]

/-- Mean scattering amplitude of an alloy with weights `c` and levels `v`. -/
def avgT (c v : ι → ℂ) (g s : ℂ) : ℂ := ∑ i, c i * siteT (v i) g s
```

The finite type `ι` labels the species. The weights are complex too; physical concentrations, real and non-negative, are a special case.

```lean
/-- Weighted mean of the squared scattering amplitudes. -/
def meanSqT (c v : ι → ℂ) (g s : ℂ) : ℂ := ∑ i, c i * siteT (v i) g s ^ 2
```

This is S. The amplitudes are squared without complex conjugation, so it is not a mean intensity.

```lean
/-- Update of the self-energy at fixed `g` by `T / (1 + g² ∑ cᵢ tᵢ²)`. -/
def newtonStep (c v : ι → ℂ) (g s : ℂ) : ℂ :=
  s + avgT c v g s / (1 + g ^ 2 * meanSqT c v g s)
```

Away from a root and for g ≠ 0, `newtonStep` differs from the exact Newton step for T at fixed g, because its denominator omits the term 2gT. The two agree where T = 0.

```lean
/-- Update of the self-energy at fixed `g` by `T / (1 + g T)`. -/
def standardStep (c v : ι → ℂ) (g s : ℂ) : ℂ :=
  s + avgT c v g s / (1 + g * avgT c v g s)
```

## From one site to the alloy

```lean
/-- The factor `1 + g t` is the inverse of the scattering denominator. -/
theorem one_add_mul_siteT {v g s : ℂ} (h : 1 - (v - s) * g ≠ 0) :
    1 + g * siteT v g s = 1 / (1 - (v - s) * g) := by
  have ht : siteT v g s * (1 - (v - s) * g) = v - s := div_mul_cancel₀ _ h
  rw [eq_div_iff h]
  linear_combination g * ht
```

The hypothesis `h` excludes a pole of the single-site amplitude. The proof clears the denominator and uses t·D = v − s, multiplied by g.

```lean
/-- The amplitude of a single site responds to the self-energy with slope `-(1 + g t)²`. -/
theorem hasDerivAt_siteT {v g s : ℂ} (h : 1 - (v - s) * g ≠ 0) :
    HasDerivAt (siteT v g) (-(1 + g * siteT v g s) ^ 2) s := by
  have hx : HasDerivAt (fun z : ℂ => v - z) (-1) s := (hasDerivAt_id' s).const_sub v
  have hd : HasDerivAt (fun z : ℂ => 1 - (v - z) * g) g s :=
    ((hx.mul_const g).const_sub 1).congr_deriv (by ring)
  -- the quotient rule
  have key : HasDerivAt (siteT v g)
      ((-1 * (1 - (v - s) * g) - (v - s) * g) / (1 - (v - s) * g) ^ 2) s :=
    hx.fun_div hd h
  refine key.congr_deriv ?_
  rw [one_add_mul_siteT h, div_pow, ← neg_div]
  congr 1
  ring
```

`HasDerivAt f a s` says that f has complex derivative a at s. Here `hx` and `hd` supply the derivatives −1 and g, `fun_div` is the quotient rule, and the preceding lemma rewrites (1 + g t)² as 1/D².

```lean
/-- Slope of the mean amplitude at any self-energy where no scattering denominator vanishes. -/
theorem hasDerivAt_avgT {c v : ι → ℂ} {g s : ℂ} (hc : ∑ i, c i = 1)
    (h : ∀ i, 1 - (v i - s) * g ≠ 0) :
    HasDerivAt (avgT c v g)
      (-(1 + 2 * g * avgT c v g s + g ^ 2 * meanSqT c v g s)) s := by
  have key : HasDerivAt (fun z => ∑ i, c i * siteT (v i) g z)
      (∑ i, c i * (-(1 + g * siteT (v i) g s) ^ 2)) s :=
    HasDerivAt.fun_sum fun i _ => (hasDerivAt_siteT (h i)).const_mul (c i)
  have key' : HasDerivAt (avgT c v g)
      (∑ i, c i * (-(1 + g * siteT (v i) g s) ^ 2)) s := key
  refine key'.congr_deriv ?_
  -- expand the square and use the normalisation of the weights
  rw [← hc, avgT, meanSqT]
  simp only [Finset.mul_sum, ← Finset.sum_add_distrib, ← Finset.sum_neg_distrib]
  rw [hc]
  exact Finset.sum_congr rfl fun i _ => by ring
```

The derivative is taken species by species. The leading 1 is then written as Σ c_i, so that both sides are sums over species and can be compared term by term.

```lean
/-- At a self-energy where the mean amplitude vanishes, its slope at fixed `g` is
`-(1 + g² ∑ cᵢ tᵢ²)`. -/
theorem hasDerivAt_avgT_of_root {c v : ι → ℂ} {g s : ℂ} (hc : ∑ i, c i = 1)
    (h : ∀ i, 1 - (v i - s) * g ≠ 0) (hT : avgT c v g s = 0) :
    HasDerivAt (avgT c v g) (-(1 + g ^ 2 * ∑ i, c i * siteT (v i) g s ^ 2)) s := by
  refine (hasDerivAt_avgT hc h).congr_deriv ?_
  rw [hT, meanSqT]
  ring
```

This is the main claim. The hypotheses are the normalisation `hc`, the non-vanishing denominators `h` and the root condition `hT`. That a root exists is assumed, not derived. The proof puts T = 0 into the general slope.

```lean
/-- For a binary alloy the slope at a root is fixed by the product of the two amplitudes. -/
theorem hasDerivAt_avgT_binary {c v : Fin 2 → ℂ} {g s : ℂ} (hc : ∑ i, c i = 1)
    (h : ∀ i, 1 - (v i - s) * g ≠ 0) (hT : avgT c v g s = 0) :
    HasDerivAt (avgT c v g)
      (-(1 - g ^ 2 * (siteT (v 0) g s * siteT (v 1) g s))) s := by
  refine (hasDerivAt_avgT_of_root hc h hT).congr_deriv ?_
  rw [avgT, Fin.sum_univ_two] at hT
  rw [Fin.sum_univ_two] at hc ⊢
  linear_combination (-g ^ 2 * (siteT (v 0) g s + siteT (v 1) g s)) * hT
    + g ^ 2 * siteT (v 0) g s * siteT (v 1) g s * hc
```

The final `linear_combination` is the two-species calculation above: `hT` is multiplied by the sum of the amplitudes and `hc` by their product, each with its factor of g².

## Derivatives of the updates

```lean
/-- The Newton update has zero derivative at a root where the slope does not vanish. -/
theorem hasDerivAt_newtonStep {c v : ι → ℂ} {g s : ℂ} (hc : ∑ i, c i = 1)
    (h : ∀ i, 1 - (v i - s) * g ≠ 0) (hT : avgT c v g s = 0)
    (hne : 1 + g ^ 2 * meanSqT c v g s ≠ 0) :
    HasDerivAt (newtonStep c v g) 0 s := by
  have hT' : HasDerivAt (avgT c v g) (-(1 + g ^ 2 * meanSqT c v g s)) s :=
    hasDerivAt_avgT_of_root hc h hT
  -- only the existence of the derivative of the denominator matters
  obtain ⟨m, hm⟩ : ∃ m, HasDerivAt (fun z => ∑ i, c i * siteT (v i) g z ^ 2) m s :=
    ⟨_, HasDerivAt.fun_sum fun i _ =>
      ((hasDerivAt_siteT (h i)).fun_pow 2).const_mul (c i)⟩
  have hD : HasDerivAt (fun z => 1 + g ^ 2 * meanSqT c v g z) (g ^ 2 * m) s :=
    (hm.const_mul (g ^ 2)).const_add 1
  have key : HasDerivAt (newtonStep c v g)
      (1 + (-(1 + g ^ 2 * meanSqT c v g s) * (1 + g ^ 2 * meanSqT c v g s)
        - avgT c v g s * (g ^ 2 * m)) / (1 + g ^ 2 * meanSqT c v g s) ^ 2) s :=
    (hasDerivAt_id' s).fun_add (hT'.fun_div hD hne)
  refine key.congr_deriv ?_
  have e := div_self (pow_ne_zero 2 hne)
  rw [hT]
  linear_combination -e
```

The derivative m of the mean square is never computed, since it enters only multiplied by T = 0. The theorem concerns the derivative at the root; it gives no region of starting values from which the iteration converges.

```lean
/-- The standard update at fixed `g` has derivative `-g² ∑ cᵢ tᵢ²` at a root. -/
theorem hasDerivAt_standardStep {c v : ι → ℂ} {g s : ℂ} (hc : ∑ i, c i = 1)
    (h : ∀ i, 1 - (v i - s) * g ≠ 0) (hT : avgT c v g s = 0) :
    HasDerivAt (standardStep c v g) (-(g ^ 2 * meanSqT c v g s)) s := by
  have hT' : HasDerivAt (avgT c v g) (-(1 + g ^ 2 * meanSqT c v g s)) s :=
    hasDerivAt_avgT_of_root hc h hT
  have hne : 1 + g * avgT c v g s ≠ 0 := by simp [hT]
  have key : HasDerivAt (standardStep c v g)
      (1 + (-(1 + g ^ 2 * meanSqT c v g s) * (1 + g * avgT c v g s)
        - avgT c v g s * (g * -(1 + g ^ 2 * meanSqT c v g s)))
          / (1 + g * avgT c v g s) ^ 2) s :=
    (hasDerivAt_id' s).fun_add (hT'.fun_div ((hT'.const_mul g).const_add 1) hne)
  refine key.congr_deriv ?_
  rw [hT]
  simp only [mul_zero, add_zero, zero_mul, sub_zero, one_pow, div_one, mul_one]
  ring
```

The normalisation `hc` and the non-vanishing denominators `h` are still assumed. No condition on the slope is needed here, because the denominator 1 + gT equals 1 at the root.

## A root with zero slope

```lean
/-- For an equal mixture of levels `1/2` and `-1/2` with `g = -i`, both the mean amplitude and
its slope vanish at `s = -i/2`, where no scattering denominator vanishes. -/
theorem degenerate_root :
    (∀ i, 1 - ((![1 / 2, -1 / 2] : Fin 2 → ℂ) i - (-I / 2)) * (-I) ≠ 0) ∧
    avgT ![1 / 2, 1 / 2] ![1 / 2, -1 / 2] (-I) (-I / 2) = 0 ∧
    HasDerivAt (avgT ![1 / 2, 1 / 2] ![1 / 2, -1 / 2] (-I)) 0 (-I / 2) := by
  have h1 : 1 - ((1 / 2 : ℂ) - (-I / 2)) * (-I) ≠ 0 := by
    intro h
    exact one_ne_zero (α := ℂ) (by linear_combination (1 - I) * h + I / 2 * I_sq)
  have h2 : 1 - ((-1 / 2 : ℂ) - (-I / 2)) * (-I) ≠ 0 := by
    intro h
    exact one_ne_zero (α := ℂ) (by linear_combination (1 + I) * h - I / 2 * I_sq)
  -- the two amplitudes are 1 and -1
  have t1 : siteT (1 / 2) (-I) (-I / 2) = 1 := by
    rw [siteT, div_eq_iff h1]
    linear_combination (-1 / 2 : ℂ) * I_sq
  have t2 : siteT (-1 / 2) (-I) (-I / 2) = -1 := by
    rw [siteT, div_eq_iff h2]
    linear_combination (1 / 2 : ℂ) * I_sq
  have h : ∀ i, 1 - ((![1 / 2, -1 / 2] : Fin 2 → ℂ) i - (-I / 2)) * (-I) ≠ 0 :=
    Fin.forall_fin_two.2 ⟨h1, h2⟩
  have hc : ∑ i, (![1 / 2, 1 / 2] : Fin 2 → ℂ) i = 1 := by
    rw [Fin.sum_univ_two]
    change (1 / 2 : ℂ) + 1 / 2 = 1
    norm_num
  have hT : avgT ![1 / 2, 1 / 2] ![1 / 2, -1 / 2] (-I) (-I / 2) = 0 := by
    rw [avgT, Fin.sum_univ_two]
    change (1 / 2 : ℂ) * siteT (1 / 2) (-I) (-I / 2)
      + 1 / 2 * siteT (-1 / 2) (-I) (-I / 2) = 0
    rw [t1, t2]
    ring
  refine ⟨h, hT, (hasDerivAt_avgT_binary hc h hT).congr_deriv ?_⟩
  change -(1 - (-I) ^ 2 * (siteT (1 / 2) (-I) (-I / 2) * siteT (-1 / 2) (-I) (-I / 2))) = 0
  rw [t1, t2]
  linear_combination -I_sq

end

end CPANewton
```

The condition `hne` on the Newton update is a genuine restriction. In this equal mixture the amplitudes are t_0 = 1 and t_1 = −1, so T = 0. With g² = −1, the binary formula gives slope −(1 − 1) = 0. The proof checks the two denominators, evaluates the amplitudes and applies `hasDerivAt_avgT_binary`.

## Letting the propagator follow the self-energy

In a self-consistent CPA calculation the propagator is itself a function G(s) of the self-energy. Let G be differentiable and g = G(s). Since ∂t_i/∂g = t_i², the chain rule then adds G′(s)S to the slope, giving −(1 + (g² − G′(s))S) at a root. The theorems above treat only the fixed-g part, so the derivatives found for the two updates need not carry over to an iteration that recomputes g at every step. For `standardStep` the error factor −g²S becomes (G′(s) − g²)S, so a modulus of g²S above one does not by itself mean that such an iteration moves away from the solution.

```lean
#print axioms CPANewton.hasDerivAt_newtonStep
-- 'CPANewton.hasDerivAt_newtonStep' depends on axioms: [propext, Classical.choice, Quot.sound]
#print axioms CPANewton.hasDerivAt_standardStep
-- 'CPANewton.hasDerivAt_standardStep' depends on axioms: [propext, Classical.choice, Quot.sound]
#print axioms CPANewton.degenerate_root
-- 'CPANewton.degenerate_root' depends on axioms: [propext, Classical.choice, Quot.sound]
```
